# The thermal energy-gap variance of displaced harmonic modes is never below its classical value

Take one vibrational mode of frequency $w>0$ and two electronic states whose potentials along it are equal parabolas, one shifted against the other. Let $S$ be the Huang-Rhys factor, which is proportional to the square of the shift. In units with $\hbar=k=1$, and with ladder operators $a,a^\dagger$ of the initial state, the energy gap fluctuates about its mean by $w\sqrt S\,(a+a^\dagger)$. At temperature $T$ the thermal mean of $(a+a^\dagger)^2$ is that of $2n+1$, where $n$ is the level number, so the variance of the gap is

$$S w^2\langle 2n+1\rangle = S w^2\coth\frac{w}{2T} = 2SwT\cdot x\coth x,\qquad x=\frac{w}{2T}.$$

Classical equipartition gives $2SwT$. The factor $x\coth x$ is therefore the whole quantum correction: it exceeds 1 for every $x>0$ and tends to 1 as $x\to0$. At $T=w/2$, for example, it is $\coth 1\approx1.31$.

For finitely many independent modes, labelled by $i$, the contributions add. The reorganization energy $L$, the zero-point variance $z$ of the gap and its variance $v(T)$ at temperature $T$ are

$$L=\sum_i S_iw_i,\qquad z=\sum_i S_iw_i^2,\qquad v(T)=\sum_i S_iw_i^2\coth\frac{w_i}{2T}.$$

The problems below show that $v(T)\ge 2LT$ for all $T>0$ and that $v(T)/T\to 2L$ as $T\to\infty$. For these displaced modes with a constant transition dipole and no other broadening, $v(T)$ is also the variance of the absorption lineshape, meaning the absorption coefficient divided by the photon frequency. Reading the reorganization energy off as $v/(2T)$ then never underestimates it.

## The quantities in Lean

```lean
import Mathlib

open Filter Topology

namespace EnergyGapVariance

noncomputable section
```

The hyperbolic cotangent is defined as a quotient.

```lean
/-- The hyperbolic cotangent. -/
def coth (x : ℝ) : ℝ := Real.cosh x / Real.sinh x
```

A thermal average is a ratio of two Boltzmann sums over all levels. The energies are $nw$; the zero-point energy $w/2$ would multiply both sums by the same factor, and so it is left out.

```lean
/-- Boltzmann average of a level-dependent quantity `f n` over the levels `n * w` of a harmonic
oscillator at temperature `T`, in units with `ħ = k = 1`. -/
def thermalAverage (f : ℕ → ℝ) (w T : ℝ) : ℝ :=
  (∑' n : ℕ, f n * Real.exp (-(n * w / T))) / ∑' n : ℕ, Real.exp (-(n * w / T))
```

The modes are indexed by a finite type `ι`, and `S` and `w` assign a real number to each mode. `reorganizationEnergy` is $L$.

```lean
variable {ι : Type*} [Fintype ι]

/-- Reorganization energy of modes with Huang-Rhys factors `S i` and frequencies `w i`. -/
def reorganizationEnergy (S w : ι → ℝ) : ℝ := ∑ i, S i * w i
```

`zeroPointVariance` is $z$.

```lean
/-- Zero-point variance of the energy gap. -/
def zeroPointVariance (S w : ι → ℝ) : ℝ := ∑ i, S i * w i ^ 2
```

`gapVariance` is $v(T)$. It is defined by the formula above. The step from the gap operator to $S_iw_i^2\langle 2n+1\rangle$ is the physical input, and it relies on harmonic modes with the same frequencies in both electronic states.

```lean
/-- Quantum variance of the energy gap at temperature `T`. -/
def gapVariance (S w : ι → ℝ) (T : ℝ) : ℝ :=
  ∑ i, S i * w i ^ 2 * coth (w i / (2 * T))
```

The theorems about $v$ assume `0 ≤ S i`, since a squared shift cannot be negative, and `0 < w i`, which says that every mode is bound. Uncoupled modes with $S_i=0$ are allowed, and so is an empty set of modes, for which $L$, $z$ and $v$ all vanish.

## (a) Thermal mean of $2n+1$

**Task.** Show that for $w,T>0$ the thermal mean of $2n+1$ is $\coth(w/(2T))$.

**Solution.** Put $r=e^{-w/T}$, so that $0<r<1$ and the Boltzmann weights are $r^n$. Then

$$\sum_n r^n=\frac1{1-r},\qquad \sum_n n r^n=\frac r{(1-r)^2},$$

and the mean is

$$\frac{2r/(1-r)^2+1/(1-r)}{1/(1-r)}=\frac{2r}{1-r}+1=\frac{1+r}{1-r}.$$

With $x=w/(2T)$ we have $r=e^{-2x}$. Multiplying numerator and denominator by $e^{x}$ gives $(e^x+e^{-x})/(e^x-e^{-x})=\coth x$.

In Lean, `h0` and `h1` are the two series, `h2` combines them, and `hL` is the closed form in $r$. The last two lines compare the two fractions by cross-multiplication and close the resulting identity with $e^xe^{-x}=1$.

```lean
/-- The thermal mean of `2n + 1` for an oscillator of frequency `w` is `coth (w / (2T))`. -/
theorem thermalAverage_two_mul_add_one {w T : ℝ} (hw : 0 < w) (hT : 0 < T) :
    thermalAverage (fun n => 2 * (n : ℝ) + 1) w T = coth (w / (2 * T)) := by
  have hx : 0 < w / (2 * T) := by positivity
  have hwT : 0 < w / T := by positivity
  obtain ⟨r, hr⟩ : ∃ r, r = Real.exp (-(w / T)) := ⟨_, rfl⟩
  have hr0 : 0 < r := hr ▸ Real.exp_pos _
  have hr1 : r < 1 := by
    rw [hr]
    exact Real.exp_lt_one_iff.mpr (by linarith)
  have hne : 1 - r ≠ 0 := by linarith
  -- the Boltzmann weights form a geometric sequence
  have hpow : ∀ n : ℕ, Real.exp (-(n * w / T)) = r ^ n := by
    intro n
    rw [hr, ← Real.exp_nat_mul]
    congr 1
    ring
  have h0 : HasSum (fun n : ℕ => r ^ n) (1 - r)⁻¹ :=
    hasSum_geometric_of_lt_one hr0.le hr1
  have h1 : HasSum (fun n : ℕ => (n : ℝ) * r ^ n) (r / (1 - r) ^ 2) :=
    hasSum_coe_mul_geometric_of_norm_lt_one (by rwa [Real.norm_of_nonneg hr0.le])
  have h2 : HasSum (fun n : ℕ => (2 * (n : ℝ) + 1) * r ^ n)
      (2 * (r / (1 - r) ^ 2) + (1 - r)⁻¹) := by
    have e : (fun n : ℕ => (2 * (n : ℝ) + 1) * r ^ n) =
        fun n : ℕ => 2 * ((n : ℝ) * r ^ n) + r ^ n := by
      funext n
      ring
    rw [e]
    exact (h1.mul_left 2).add h0
  have hL : thermalAverage (fun n => 2 * (n : ℝ) + 1) w T = (1 + r) / (1 - r) := by
    unfold thermalAverage
    simp only [hpow]
    rw [h2.tsum_eq, h0.tsum_eq]
    field_simp
    ring
  -- the same ratio written with hyperbolic functions
  have hsq : r = Real.exp (-(w / (2 * T))) ^ 2 := by
    rw [hr, ← Real.exp_nat_mul]
    congr 1
    push_cast
    ring
  have he : Real.exp (w / (2 * T)) * Real.exp (-(w / (2 * T))) = 1 := by
    rw [← Real.exp_add, add_neg_cancel, Real.exp_zero]
  have hs : Real.sinh (w / (2 * T)) ≠ 0 := (Real.sinh_pos_iff.mpr hx).ne'
  rw [hL, coth, div_eq_div_iff hne hs, Real.cosh_eq, Real.sinh_eq, hsq]
  linear_combination Real.exp (-(w / (2 * T))) * he
```

## (b) The quantum factor exceeds one

**Task.** Show that $x\coth x>1$ for $x>0$.

**Solution.** Let $g(y)=y\cosh y-\sinh y$. Then $g(0)=0$ and

$$g'(y)=\cosh y+y\sinh y-\cosh y=y\sinh y>0\quad\text{for } y>0.$$

Hence $g(x)>0$, that is, $x\cosh x>\sinh x$. Dividing by $\sinh x>0$ gives the claim.

The derivative is `hd`, and `hmono` turns its sign into strict growth on $[0,\infty)$; positivity is needed only in the interior, which is why $g'(0)=0$ does no harm.

```lean
/-- For positive `x`, the product `x coth x` exceeds one. -/
theorem one_lt_mul_coth {x : ℝ} (hx : 0 < x) : 1 < x * coth x := by
  have hd : ∀ y : ℝ, HasDerivAt (fun y => y * Real.cosh y - Real.sinh y)
      (y * Real.sinh y) y := by
    intro y
    exact (((hasDerivAt_id' y).fun_mul (Real.hasDerivAt_cosh y)).fun_sub
      (Real.hasDerivAt_sinh y)).congr_deriv (by ring)
  -- `y cosh y - sinh y` is strictly increasing for `y ≥ 0`
  have hmono : StrictMonoOn (fun y => y * Real.cosh y - Real.sinh y) (Set.Ici (0 : ℝ)) := by
    apply strictMonoOn_of_deriv_pos (convex_Ici 0)
    · exact fun y _ => (hd y).continuousAt.continuousWithinAt
    · intro y hy
      rw [interior_Ici] at hy
      have hy' : 0 < y := hy
      rw [(hd y).deriv]
      exact mul_pos hy' (Real.sinh_pos_iff.mpr hy')
  have h := hmono (Set.mem_Ici.mpr le_rfl) (Set.mem_Ici.mpr hx.le) hx
  simp only [zero_mul, Real.sinh_zero, sub_zero] at h
  rw [coth, ← mul_div_assoc, lt_div_iff₀ (Real.sinh_pos_iff.mpr hx)]
  linarith
```

## (c) Linear bounds on the quantum factor

**Task.** Show that $x\le x\coth x\le 1+x$ for $x>0$.

**Solution.** From $\cosh x=\sinh x+e^{-x}$,

$$x\cosh x=x\sinh x+xe^{-x}.$$

The last term is positive, which gives the lower bound after division by $\sinh x$. Since $e^{-x}\le1$ and $x\le\sinh x$, it is also at most $\sinh x$, which gives the upper bound.

Lean clears the denominator in the same way. `nlinarith` then finishes both halves from the supplied facts $xe^{-x}>0$ and $xe^{-x}\le x$.

```lean
/-- For positive `x`, the product `x coth x` is at least `x` and at most `1 + x`. -/
theorem mul_coth_bounds {x : ℝ} (hx : 0 < x) : x ≤ x * coth x ∧ x * coth x ≤ 1 + x := by
  have hs := Real.sinh_pos_iff.mpr hx
  have hself : x ≤ Real.sinh x := Real.self_le_sinh_iff.mpr hx.le
  have hsub := Real.cosh_sub_sinh x
  have hpos := Real.exp_pos (-x)
  have hle : Real.exp (-x) ≤ 1 := Real.exp_le_one_iff.mpr (by linarith)
  rw [coth, ← mul_div_assoc, le_div_iff₀ hs, div_le_iff₀ hs]
  constructor <;> nlinarith [mul_pos hx hpos, mul_le_mul_of_nonneg_left hle hx.le]
```

## (d) One mode as classical value times correction

**Task.** Write $Sw^2\coth(w/(2T))$ as $2SwT\cdot x\coth x$ with $x=w/(2T)$ and $T>0$.

**Solution.** Since $Tx=w/2$, we have $2SwT\cdot x=2Sw\cdot w/2=Sw^2$. Multiply by $\coth x$. The identity $Tx=w/2$ is `h` in the code.

```lean
/-- The contribution of one mode is its classical value `2 S w T` times `x coth x`,
with `x = w / (2T)`. -/
theorem mode_variance_eq (S w : ℝ) {T : ℝ} (hT : 0 < T) :
    S * w ^ 2 * coth (w / (2 * T)) =
      2 * (S * w) * T * (w / (2 * T) * coth (w / (2 * T))) := by
  have h : T * (w / (2 * T)) = w / 2 := by field_simp
  linear_combination (-(2 * S * w * coth (w / (2 * T)))) * h
```

## (e) Bounds at every temperature

**Task.** Show that for $T>0$

$$2LT\le v(T),\qquad z\le v(T),\qquad v(T)\le 2LT+z.$$

**Solution.** Let $x_i=w_i/(2T)$ and $c_i=2S_iw_iT\ge0$. By (d), mode $i$ contributes $c_i\,x_i\coth x_i$, and $c_ix_i=S_iw_i^2$. Multiplying the bounds from (b) and (c) by $c_i$ gives

$$c_i\le c_ix_i\coth x_i,\qquad S_iw_i^2\le c_ix_i\coth x_i\le c_i+S_iw_i^2.$$

Summing over $i$ turns $c_i$ into $2LT$ and $S_iw_i^2$ into $z$.

Here `hc` is $c_i\ge0$ and `hz` is $c_ix_i=S_iw_i^2$. `Finset.sum_le_sum` reduces each of the three inequalities to a single mode.

```lean
/-- At every positive temperature the gap variance is at least `2LT` and at least its zero-point
value, and it is at most the sum of the two. -/
theorem gapVariance_bounds {S w : ι → ℝ} (hS : ∀ i, 0 ≤ S i) (hw : ∀ i, 0 < w i)
    {T : ℝ} (hT : 0 < T) :
    2 * reorganizationEnergy S w * T ≤ gapVariance S w T ∧
    zeroPointVariance S w ≤ gapVariance S w T ∧
    gapVariance S w T ≤ 2 * reorganizationEnergy S w * T + zeroPointVariance S w := by
  have hx : ∀ i, 0 < w i / (2 * T) := fun i => div_pos (hw i) (by positivity)
  have hc : ∀ i, 0 ≤ 2 * (S i * w i) * T := fun i =>
    mul_nonneg (mul_nonneg (by norm_num) (mul_nonneg (hS i) (hw i).le)) hT.le
  have hz : ∀ i, 2 * (S i * w i) * T * (w i / (2 * T)) = S i * w i ^ 2 := by
    intro i
    have h : T * (w i / (2 * T)) = w i / 2 := by field_simp
    linear_combination (2 * S i * w i) * h
  unfold reorganizationEnergy zeroPointVariance gapVariance
  rw [Finset.mul_sum, Finset.sum_mul, ← Finset.sum_add_distrib]
  refine ⟨Finset.sum_le_sum fun i _ => ?_, Finset.sum_le_sum fun i _ => ?_,
    Finset.sum_le_sum fun i _ => ?_⟩
  · rw [mode_variance_eq _ _ hT]
    exact le_mul_of_one_le_right (hc i) (one_lt_mul_coth (hx i)).le
  · rw [mode_variance_eq _ _ hT, ← hz i]
    exact mul_le_mul_of_nonneg_left (mul_coth_bounds (hx i)).1 (hc i)
  · rw [mode_variance_eq _ _ hT, ← hz i]
    have h := mul_le_mul_of_nonneg_left (mul_coth_bounds (hx i)).2 (hc i)
    linarith
```

A continuous bath would replace the sums by integrals over a spectral density. The upper bound would then need a finite $z$ as an extra assumption, because a finite $L$ does not guarantee it; with finitely many modes both are finite automatically.

## (f) Strict excess with a coupled mode

**Task.** Show that $v(T)>2LT$ for $T>0$ if some $S_j>0$.

**Solution.** Every mode satisfies $c_i\le c_ix_i\coth x_i$. For mode $j$ the prefactor $c_j$ is positive, so (b) makes the inequality strict, and one strict term makes the sum strict. `Finset.sum_lt_sum` takes exactly these two ingredients.

```lean
/-- If at least one mode is coupled, the gap variance strictly exceeds `2LT` at every positive
temperature. -/
theorem classical_lt_gapVariance {S w : ι → ℝ} (hS : ∀ i, 0 ≤ S i) (hw : ∀ i, 0 < w i)
    (hcoupled : ∃ i, 0 < S i) {T : ℝ} (hT : 0 < T) :
    2 * reorganizationEnergy S w * T < gapVariance S w T := by
  have hx : ∀ i, 0 < w i / (2 * T) := fun i => div_pos (hw i) (by positivity)
  obtain ⟨j, hj⟩ := hcoupled
  unfold reorganizationEnergy gapVariance
  rw [Finset.mul_sum, Finset.sum_mul]
  refine Finset.sum_lt_sum (fun i _ => ?_) ⟨j, Finset.mem_univ j, ?_⟩
  · rw [mode_variance_eq _ _ hT]
    exact le_mul_of_one_le_right
      (mul_nonneg (mul_nonneg (by norm_num) (mul_nonneg (hS i) (hw i).le)) hT.le)
      (one_lt_mul_coth (hx i)).le
  · rw [mode_variance_eq _ _ hT]
    have hpos : 0 < 2 * (S j * w j) * T :=
      mul_pos (mul_pos (by norm_num) (mul_pos hj (hw j))) hT
    exact lt_mul_of_one_lt_right hpos (one_lt_mul_coth (hx j))
```

## (g) Hot limit

**Task.** Show that $v(T)\ge2LT$ for all $T>0$ and that $v(T)/T\to2L$ as $T\to\infty$.

**Solution.** The inequality is the first bound in (e). Dividing the first and third bounds by $T$ gives

$$2L\le\frac{v(T)}T\le 2L+\frac zT,$$

and $z/T\to0$ because $z$ does not depend on $T$.

In Lean, `atTop` expresses $T\to\infty$, and `hup` is the limit of the upper bound. The squeeze lemma needs the inequalities only for large $T$, so they are supplied for $T>0$.

```lean
/-- The gap variance is at least `2LT` at every positive temperature, and its ratio to `T` tends
to `2L` as the temperature tends to infinity. -/
theorem gapVariance_classical_limit {S w : ι → ℝ} (hS : ∀ i, 0 ≤ S i) (hw : ∀ i, 0 < w i) :
    (∀ T : ℝ, 0 < T → 2 * reorganizationEnergy S w * T ≤ gapVariance S w T) ∧
    Tendsto (fun T => gapVariance S w T / T) atTop (𝓝 (2 * reorganizationEnergy S w)) := by
  refine ⟨fun T hT => (gapVariance_bounds hS hw hT).1, ?_⟩
  -- `2L` plus the zero-point variance divided by `T` tends to `2L`
  have hup : Tendsto (fun T : ℝ => 2 * reorganizationEnergy S w + zeroPointVariance S w / T)
      atTop (𝓝 (2 * reorganizationEnergy S w)) := by
    have h : Tendsto (fun T : ℝ => zeroPointVariance S w / T) atTop (𝓝 0) :=
      tendsto_const_nhds.div_atTop tendsto_id
    simpa only [add_zero] using h.const_add (2 * reorganizationEnergy S w)
  refine tendsto_of_tendsto_of_tendsto_of_le_of_le' tendsto_const_nhds hup ?_ ?_
  · filter_upwards [eventually_gt_atTop (0 : ℝ)] with T hT
    rw [le_div_iff₀ hT]
    exact (gapVariance_bounds hS hw hT).1
  · filter_upwards [eventually_gt_atTop (0 : ℝ)] with T hT
    rw [div_le_iff₀ hT, add_mul, div_mul_cancel₀ _ hT.ne']
    exact (gapVariance_bounds hS hw hT).2.2
```

## (h) Cold limit

**Task.** Show that $v(T)\to z$ as $T\to0$ from above.

**Solution.** By (e), $z\le v(T)\le 2LT+z$, and the right-hand side tends to $z$. What remains is the zero-point motion, where classical mechanics would give zero.

The direction of approach matters. The symbol `𝓝[>] 0` restricts $T$ to positive values; with plain `𝓝 0` the statement would be false as soon as one mode is coupled, because $\coth$ is odd and the formula tends to $-z$ from below.

```lean
/-- As the temperature tends to zero from above, the gap variance tends to its zero-point value. -/
theorem gapVariance_zero_temperature {S w : ι → ℝ} (hS : ∀ i, 0 ≤ S i) (hw : ∀ i, 0 < w i) :
    Tendsto (gapVariance S w) (𝓝[>] 0) (𝓝 (zeroPointVariance S w)) := by
  have hup : Tendsto (fun T : ℝ => 2 * reorganizationEnergy S w * T + zeroPointVariance S w)
      (𝓝[>] 0) (𝓝 (zeroPointVariance S w)) := by
    have hc : Continuous
        (fun T : ℝ => 2 * reorganizationEnergy S w * T + zeroPointVariance S w) := by fun_prop
    have h := (hc.tendsto 0).mono_left (nhdsWithin_le_nhds (s := Set.Ioi 0))
    simpa only [mul_zero, zero_add] using h
  refine tendsto_of_tendsto_of_tendsto_of_le_of_le' tendsto_const_nhds hup ?_ ?_
  · filter_upwards [self_mem_nhdsWithin] with T hT
    exact (gapVariance_bounds hS hw hT).2.1
  · filter_upwards [self_mem_nhdsWithin] with T hT
    exact (gapVariance_bounds hS hw hT).2.2

end

end EnergyGapVariance
```

```lean
#print axioms EnergyGapVariance.thermalAverage_two_mul_add_one
-- 'EnergyGapVariance.thermalAverage_two_mul_add_one' depends on axioms: [propext, Classical.choice, Quot.sound]
#print axioms EnergyGapVariance.classical_lt_gapVariance
-- 'EnergyGapVariance.classical_lt_gapVariance' depends on axioms: [propext, Classical.choice, Quot.sound]
#print axioms EnergyGapVariance.gapVariance_classical_limit
-- 'EnergyGapVariance.gapVariance_classical_limit' depends on axioms: [propext, Classical.choice, Quot.sound]
#print axioms EnergyGapVariance.gapVariance_zero_temperature
-- 'EnergyGapVariance.gapVariance_zero_temperature' depends on axioms: [propext, Classical.choice, Quot.sound]
```
